# Electrons relaxing down their energy gradient: the total energy never rises, and periodic motion has zero electronic gradient

Q: You say that the total energy never rises when electrons follow moving nuclei by relaxing down their energy gradient. What is the smallest case that shows it?

A: One nucleus at $R$ with mass $m$ in an external potential $U$, and one electronic shell at $q$, bound to it by a spring of stiffness $c>0$. The potential energy is $E=U(R)+\tfrac c2(q-R)^2$. The nucleus obeys Newton's equation, while the shell relaxes with a finite rate coefficient $\gamma>0$ (at a fixed nucleus, its lag decays at the rate $\gamma c$):
$$mR''=-U'(R)+c(q-R),\qquad q'=-\gamma c(q-R).$$
Differentiate $H=\tfrac m2R'^2+E$. The terms with $R'$ add up to $R'\,[mR''+U'(R)-c(q-R)]=0$, which leaves
$$H'=c(q-R)\,q'=-\gamma c^2(q-R)^2\le 0.$$
If the motion has period $T$, then $H$ returns to its value after $T$. As it never rises, it is constant, so $q=R$ at all times. Then $q'=0$, and both particles are at rest.

Q: Real systems have many nuclei with different masses. Does the argument survive?

A: The energy balance does; whether periodic motion must still be at rest is settled further below. Let $M$ be a symmetric mass operator, $\Gamma$ a relaxation operator, $v=R'$, and $g_R,g_q$ the gradients of $E$ in $R$ and $q$. The equations are $Mv'=-g_R$ and $q'=-\Gamma g_q$. By symmetry of $M$ and the chain rule,
$$\tfrac{d}{dt}\tfrac12\langle v,Mv\rangle=\langle v,Mv'\rangle=-\langle v,g_R\rangle,\qquad \tfrac{dE}{dt}=\langle g_R,v\rangle+\langle g_q,q'\rangle.$$
The sum is $-\langle g_q,\Gamma g_q\rangle$, which is never positive if $\Gamma$ is positive definite.

Q: How do I know that the code means the same gradients and the same energy?

A: `V` holds the nuclear positions and `W` the electronic variables; both are real Hilbert spaces of any dimension. Each partial gradient is the ordinary gradient of `E` with the other argument held fixed.

In Lean 4 with Mathlib:

```lean
import Mathlib

open scoped InnerProductSpace

namespace LaggingElectrons

noncomputable section

variable {V W : Type*} [NormedAddCommGroup V] [InnerProductSpace ℝ V] [CompleteSpace V]
  [NormedAddCommGroup W] [InnerProductSpace ℝ W] [CompleteSpace W]

/-- Gradient of the energy with respect to the nuclear positions, at fixed electrons. -/
def nuclearGradient (E : V × W → ℝ) (R : V) (q : W) : V :=
  gradient (fun x : V => E (x, q)) R

/-- Gradient of the energy with respect to the electronic variables, at fixed nuclei. -/
def electronicGradient (E : V × W → ℝ) (R : V) (q : W) : W :=
  gradient (fun y : W => E (R, y)) q

/-- Nuclear kinetic energy, with mass operator `M`, plus the potential energy `E`. -/
def totalEnergy (M : V →L[ℝ] V) (E : V × W → ℝ) (R v : V) (q : W) : ℝ :=
  1 / 2 * ⟪v, M v⟫_ℝ + E (R, q)
```

Q: And the dynamics?

A: The four fields below say that `v` is the velocity of `R`, that `v` is differentiable, that Newton's equation holds, and that the electrons relax. They hold for all real times. The structure describes a given solution and doesn't claim that one exists.

```lean
/-- Equations of motion: the nuclei `R`, with velocity `v`, obey Newton's equation, and the
electrons `q` relax down the electronic gradient with rate operator `Γ`. -/
structure IsTrajectory (E : V × W → ℝ) (M : V →L[ℝ] V) (Γ : W →L[ℝ] W)
    (R v : ℝ → V) (q : ℝ → W) : Prop where
  velocity : ∀ t, HasDerivAt R (v t) t
  smooth : ∀ t, DifferentiableAt ℝ v t
  newton : ∀ t, M (deriv v t) = -nuclearGradient E (R t) (q t)
  relax : ∀ t, HasDerivAt q (-(Γ (electronicGradient E (R t) (q t)))) t
```

Q: What does this leave out of a Born-Oppenheimer simulation?

A: The first-order relaxation is a continuous-time model of electrons that are not fully converged as the nuclei move. It has no time step and no self-consistency loop, and $q$ is free of constraints such as orthonormality. Nor is it extended Lagrangian dynamics, whose undamped form gives the auxiliary electronic variables a time-reversible second-order equation. Within this model, the result identifies electronic lag as a source of one-way energy drift. Also, `E` must be differentiable everywhere, which excludes bare Coulomb singularities.

Q: Where is the chain rule?

A: Here. The full derivative of `E`, applied to the joint velocity $(u,w)$, splits into its values on $(u,0)$ and $(0,w)$. The steps `h1` and `h2` identify these with the two partial gradients.

```lean
/-- Along differentiable paths of nuclei and electrons, a differentiable potential energy
changes at the sum of the nuclear and the electronic power. -/
theorem potential_rate {E : V × W → ℝ} (hE : Differentiable ℝ E)
    {R : ℝ → V} {q : ℝ → W} {u : V} {w : W} {t : ℝ}
    (hR : HasDerivAt R u t) (hq : HasDerivAt q w t) :
    HasDerivAt (fun s => E (R s, q s))
      (⟪nuclearGradient E (R t) (q t), u⟫_ℝ + ⟪electronicGradient E (R t) (q t), w⟫_ℝ) t := by
  have hF := (hE (R t, q t)).hasFDerivAt
  -- each partial gradient represents a restriction of the full derivative
  have h1 : HasFDerivAt (fun x : V => E (x, q t))
      ((fderiv ℝ E (R t, q t)).comp (ContinuousLinearMap.inl ℝ V W)) (R t) :=
    HasFDerivAt.comp (g := E) (f := fun x : V => (x, q t)) (R t) hF
      (hasFDerivAt_prodMk_left (R t) (q t))
  have h2 : HasFDerivAt (fun y : W => E (R t, y))
      ((fderiv ℝ E (R t, q t)).comp (ContinuousLinearMap.inr ℝ V W)) (q t) :=
    HasFDerivAt.comp (g := E) (f := fun y : W => (R t, y)) (q t) hF
      (hasFDerivAt_prodMk_right (R t) (q t))
  have h3 : HasDerivAt (fun s => E (R s, q s)) (fderiv ℝ E (R t, q t) (u, w)) t :=
    HasFDerivAt.comp_hasDerivAt (f := fun s => (R s, q s)) t hF (hR.prodMk hq)
  refine h3.congr_deriv ?_
  rw [nuclearGradient, electronicGradient, gradient, gradient,
    InnerProductSpace.toDual_symm_apply, InnerProductSpace.toDual_symm_apply,
    h1.fderiv, h2.fderiv]
  change _ = fderiv ℝ E (R t, q t) (u, 0) + fderiv ℝ E (R t, q t) (0, w)
  rw [← map_add, Prod.mk_add_mk, add_zero, zero_add]
```

The energy balance then follows the calculation above: `hK` is the product rule for the kinetic energy, `hs` uses the symmetry of `M`, and `h.newton t` cancels the nuclear power.

```lean
variable {E : V × W → ℝ} {M : V →L[ℝ] V} {Γ : W →L[ℝ] W} {R v : ℝ → V} {q : ℝ → W}

/-- For differentiable `E` and a symmetric mass operator, the total energy along a trajectory
changes at the rate `-⟨grad_q E, Γ grad_q E⟩`. -/
theorem energy_balance (hE : Differentiable ℝ E) (hM : ∀ x y, ⟪M x, y⟫_ℝ = ⟪x, M y⟫_ℝ)
    (h : IsTrajectory E M Γ R v q) (t : ℝ) :
    HasDerivAt (fun s => totalEnergy M E (R s) (v s) (q s))
      (-⟪electronicGradient E (R t) (q t), Γ (electronicGradient E (R t) (q t))⟫_ℝ) t := by
  have hv := (h.smooth t).hasDerivAt
  have hMv : HasDerivAt (fun s => M (v s)) (M (deriv v t)) t :=
    M.hasFDerivAt.comp_hasDerivAt t hv
  have hK := (hv.inner ℝ hMv).const_mul (1 / 2 : ℝ)
  have hP := potential_rate hE (h.velocity t) (h.relax t)
  unfold totalEnergy
  refine (hK.fun_add hP).congr_deriv ?_
  have hs : ⟪deriv v t, M (v t)⟫_ℝ = ⟪v t, M (deriv v t)⟫_ℝ := by
    rw [← hM (deriv v t) (v t)]
    exact real_inner_comm _ _
  have hc : ⟪v t, nuclearGradient E (R t) (q t)⟫_ℝ
      = ⟪nuclearGradient E (R t) (q t), v t⟫_ℝ := real_inner_comm _ _
  -- Newton's equation cancels the nuclear power
  rw [hs, h.newton t]
  simp only [inner_neg_right]
  rw [hc]
  ring
```

Q: Does this mean that the nuclear kinetic energy always falls?

A: It may rise for a while, as when a nucleus runs downhill. What never increases is the total energy. Positive definiteness, `hΓ`, says that every nonzero electronic force dissipates; $\Gamma$ needn't be symmetric. The proof treats zero and nonzero gradient separately and finds a derivative that is never positive.

```lean
/-- For differentiable `E`, symmetric `M` and positive definite `Γ`, the total energy never
increases along a trajectory. -/
theorem energy_antitone (hE : Differentiable ℝ E) (hM : ∀ x y, ⟪M x, y⟫_ℝ = ⟪x, M y⟫_ℝ)
    (hΓ : ∀ x, x ≠ 0 → 0 < ⟪x, Γ x⟫_ℝ) (h : IsTrajectory E M Γ R v q) :
    Antitone (fun s => totalEnergy M E (R s) (v s) (q s)) := by
  refine antitone_of_deriv_nonpos
    (fun t => (energy_balance hE hM h t).differentiableAt) (fun t => ?_)
  rw [(energy_balance hE hM h t).deriv]
  by_cases h0 : electronicGradient E (R t) (q t) = 0
  · simp [h0]
  · linarith [hΓ _ h0]
```

Q: For periodic motion, don't you have to integrate the dissipation over a cycle?

A: No. The velocity inherits the period $T$ because derivatives are unique. For every $s<t+T$, monotonicity gives $H(t)=H(t+T)\le H(s)$, where $H$ is now the general total energy. So $t$ is a local minimum of $H$, and $H'(t)=0$. By positive definiteness, $g_q=0$ at time $t$, which was arbitrary.

```lean
/-- For differentiable `E`, symmetric `M` and positive definite `Γ`, the electronic gradient
vanishes at all times along every time-periodic trajectory. -/
theorem electronicGradient_eq_zero_of_periodic (hE : Differentiable ℝ E)
    (hM : ∀ x y, ⟪M x, y⟫_ℝ = ⟪x, M y⟫_ℝ) (hΓ : ∀ x, x ≠ 0 → 0 < ⟪x, Γ x⟫_ℝ)
    (h : IsTrajectory E M Γ R v q) {T : ℝ} (hT : 0 < T)
    (hR : Function.Periodic R T) (hq : Function.Periodic q T) (t : ℝ) :
    electronicGradient E (R t) (q t) = 0 := by
  -- the velocity inherits the period of the positions
  have hv : v (t + T) = v t := by
    have h1 : HasDerivAt (fun s => R (s + T)) (v (t + T)) t :=
      (h.velocity (t + T)).comp_add_const t T
    have e : (fun s => R (s + T)) = R := funext hR
    rw [e] at h1
    exact h1.unique (h.velocity t)
  -- a non-increasing energy that returns to its value has a local minimum at `t`
  have hmin : ∀ᶠ s in nhds t,
      totalEnergy M E (R t) (v t) (q t) ≤ totalEnergy M E (R s) (v s) (q s) := by
    filter_upwards [Iio_mem_nhds (show t < t + T by linarith)] with s hs
    have h2 : totalEnergy M E (R (t + T)) (v (t + T)) (q (t + T))
        ≤ totalEnergy M E (R s) (v s) (q s) :=
      energy_antitone hE hM hΓ h (Set.mem_Iio.mp hs).le
    rwa [hR t, hv, hq t] at h2
  have hz := IsLocalMin.hasDerivAt_eq_zero
    (f := fun s => totalEnergy M E (R s) (v s) (q s)) hmin (energy_balance hE hM h t)
  by_contra h0
  linarith [hΓ _ h0]
```

Q: Would $\langle x,\Gamma x\rangle\ge0$ be enough?

A: For the total energy never to rise, yes. For the gradient to vanish along periodic motion, no. Take $\Gamma=0$, unit mass and $E=\tfrac12(q-R)^2$. Then $R=\cos t$, $q=0$ is a periodic solution, but $g_q=-\cos t$. At the other extreme, if `W` contains only the zero vector, there are no electronic variables to relax, and the balance reduces to energy conservation for the nuclei.

Q: If the gradient vanishes, do the electrons still move?

A: They don't: $q'=-\Gamma g_q=0$, so $q$ is constant.

```lean
/-- For differentiable `E`, symmetric `M` and positive definite `Γ`, the electronic variables are
constant along every time-periodic trajectory. -/
theorem electrons_frozen_of_periodic (hE : Differentiable ℝ E)
    (hM : ∀ x y, ⟪M x, y⟫_ℝ = ⟪x, M y⟫_ℝ) (hΓ : ∀ x, x ≠ 0 → 0 < ⟪x, Γ x⟫_ℝ)
    (h : IsTrajectory E M Γ R v q) {T : ℝ} (hT : 0 < T)
    (hR : Function.Periodic R T) (hq : Function.Periodic q T) (s t : ℝ) : q s = q t := by
  refine is_const_of_deriv_eq_zero (fun r => (h.relax r).differentiableAt) (fun r => ?_) s t
  rw [(h.relax r).deriv, electronicGradient_eq_zero_of_periodic hE hM hΓ h hT hR hq r,
    map_zero, neg_zero]
```

Q: And the nuclei?

A: They stop under one more condition, `hresp`: a given electronic state is stationary for at most one nuclear geometry. Physically, the relaxed electrons then always register a displacement of the nuclei. Since $q$ is fixed and stationary at all times, $R$ is fixed too.

```lean
/-- For differentiable `E`, symmetric `M` and positive definite `Γ`, if each electronic state is
stationary for at most one nuclear geometry, then every time-periodic trajectory is at rest. -/
theorem static_of_periodic (hE : Differentiable ℝ E)
    (hM : ∀ x y, ⟪M x, y⟫_ℝ = ⟪x, M y⟫_ℝ) (hΓ : ∀ x, x ≠ 0 → 0 < ⟪x, Γ x⟫_ℝ)
    (hresp : ∀ R₁ R₂ y, electronicGradient E R₁ y = 0 → electronicGradient E R₂ y = 0 → R₁ = R₂)
    (h : IsTrajectory E M Γ R v q) {T : ℝ} (hT : 0 < T)
    (hR : Function.Periodic R T) (hq : Function.Periodic q T) (s t : ℝ) :
    R s = R t ∧ q s = q t := by
  have e := electrons_frozen_of_periodic hE hM hΓ h hT hR hq s t
  have h1 := electronicGradient_eq_zero_of_periodic hE hM hΓ h hT hR hq s
  rw [e] at h1
  exact ⟨hresp _ _ _ h1 (electronicGradient_eq_zero_of_periodic hE hM hΓ h hT hR hq t), e⟩
```

Q: Does the shell model satisfy that condition?

A: It does. Its electronic gradient is $c(q-R)$, which vanishes only at $R=q$. The first lemma computes this slope, and the theorem then checks each general hypothesis. Besides a differentiable $U$, it asks only for $c\ne0$ and $\gamma>0$, with `m` any real number, so the physical case of positive stiffness and mass is included.

```lean
/-- The energy of a spring of stiffness `b` anchored at `r` has slope `b (x - r)`. -/
theorem deriv_spring (a b r x : ℝ) :
    deriv (fun y : ℝ => a + b / 2 * (y - r) ^ 2) x = b * (x - r) := by
  have e : (fun y : ℝ => a + b / 2 * (y - r) ^ 2)
      = fun y => a + b / 2 * ((y - r) * (y - r)) := by
    funext y
    ring
  have h1 : HasDerivAt (fun y : ℝ => y - r) 1 x := (hasDerivAt_id' x).sub_const r
  rw [e, (((h1.fun_mul h1).const_mul (b / 2)).const_add a).deriv]
  ring

/-- A nucleus in an external potential `U`, with an electronic shell bound to it by a spring of
stiffness `c`. -/
def shellEnergy (U : ℝ → ℝ) (c : ℝ) (x : ℝ × ℝ) : ℝ := U x.1 + c / 2 * (x.2 - x.1) ^ 2

/-- In a differentiable external potential, with nonzero spring stiffness and positive relaxation
rate `γ`, every time-periodic trajectory of the nucleus and its lagging shell is at rest. -/
theorem shell_static_of_periodic {U : ℝ → ℝ} (hU : Differentiable ℝ U) {c m γ : ℝ}
    (hc : c ≠ 0) (hγ : 0 < γ) {R v q : ℝ → ℝ}
    (h : IsTrajectory (shellEnergy U c) (m • ContinuousLinearMap.id ℝ ℝ)
      (γ • ContinuousLinearMap.id ℝ ℝ) R v q) {T : ℝ} (hT : 0 < T)
    (hR : Function.Periodic R T) (hq : Function.Periodic q T) (s t : ℝ) :
    R s = R t ∧ q s = q t := by
  have hg : ∀ r y, electronicGradient (shellEnergy U c) r y = c * (y - r) := by
    intro r y
    rw [electronicGradient, gradient_eq_deriv']
    exact deriv_spring (U r) c r y
  refine static_of_periodic ?_ ?_ ?_ ?_ h hT hR hq s t
  · unfold shellEnergy
    fun_prop
  · intro x y
    change ⟪m • x, y⟫_ℝ = ⟪x, m • y⟫_ℝ
    rw [real_inner_smul_left, real_inner_smul_right]
  · intro x hx
    change 0 < ⟪x, γ • x⟫_ℝ
    rw [real_inner_smul_right, real_inner_self_eq_norm_sq]
    exact mul_pos hγ (pow_pos (norm_pos_iff.mpr hx) 2)
  · intro r₁ r₂ y h1 h2
    rw [hg] at h1 h2
    have e1 := (mul_eq_zero.mp h1).resolve_left hc
    have e2 := (mul_eq_zero.mp h2).resolve_left hc
    linarith
```

Q: Then does any periodic vibration survive, or is the general theorem only about systems at rest?

A: Some do. Let $E=\tfrac12[R^2+(1+R^2)q^2]$, so that the nucleus changes the electronic stiffness but not the stationary point $q=0$. At $q=0$ we have $g_q=(1+R^2)q=0$ and $g_R=R(1+q^2)=R$. With unit mass and unit rate, $R=\cos t$, $q=0$ solves the equations: the nucleus vibrates and the electrons have nothing to follow. Here `hresp` fails, since $q=0$ is stationary for every $R$.

```lean
/-- A harmonic nucleus whose position changes the stiffness of the electronic variable. -/
def stiffnessEnergy (x : ℝ × ℝ) : ℝ := (x.1 ^ 2 + (1 + x.1 ^ 2) * x.2 ^ 2) / 2

/-- With unit mass and unit relaxation rate, `R = cos t`, `q = 0` is a trajectory of
`stiffnessEnergy`, and its nuclear motion has period `2π`. -/
theorem periodic_vibration_witness :
    IsTrajectory stiffnessEnergy (ContinuousLinearMap.id ℝ ℝ) (ContinuousLinearMap.id ℝ ℝ)
      Real.cos (fun t => -Real.sin t) (fun _ => 0) ∧
    Function.Periodic Real.cos (2 * Real.pi) := by
  have hR : ∀ r, nuclearGradient stiffnessEnergy r 0 = r := by
    intro r
    have e : (fun x : ℝ => stiffnessEnergy (x, 0)) = fun x => 0 + 1 / 2 * (x - 0) ^ 2 := by
      funext x
      simp only [stiffnessEnergy]
      ring
    rw [nuclearGradient, gradient_eq_deriv', e, deriv_spring]
    ring
  have hq : ∀ r, electronicGradient stiffnessEnergy r 0 = 0 := by
    intro r
    have e : (fun y : ℝ => stiffnessEnergy (r, y))
        = fun y => r ^ 2 / 2 + (1 + r ^ 2) / 2 * (y - 0) ^ 2 := by
      funext y
      simp only [stiffnessEnergy]
      ring
    rw [electronicGradient, gradient_eq_deriv', e, deriv_spring]
    ring
  refine ⟨⟨Real.hasDerivAt_cos, fun t => (Real.hasDerivAt_sin t).fun_neg.differentiableAt,
    fun t => ?_, fun t => (hasDerivAt_const t (0 : ℝ)).congr_deriv (by simp [hq])⟩,
    Real.cos_periodic⟩
  change deriv (fun s => -Real.sin s) t = -nuclearGradient stiffnessEnergy (Real.cos t) 0
  rw [(Real.hasDerivAt_sin t).fun_neg.deriv, hR]

end

end LaggingElectrons
```

```lean
#print axioms LaggingElectrons.electronicGradient_eq_zero_of_periodic
#print axioms LaggingElectrons.shell_static_of_periodic
```

```
'LaggingElectrons.electronicGradient_eq_zero_of_periodic' depends on axioms: [propext, Classical.choice, Quot.sound]
'LaggingElectrons.shell_static_of_periodic' depends on axioms: [propext, Classical.choice, Quot.sound]
```
